# Finite broadening lowers the real part of a second-order sum with non-negative weights and gaps of at least D > 0 by at most the fraction η²/(D² + η²)

I compute how electron-phonon coupling lowers an electronic level, using a second-order sum over intermediate states. All of them lie at least 100 meV above the level, yet my code puts a broadening of 10 meV into every denominator. The shift changes a little, and the level acquires a linewidth although no intermediate state is resonant with it. How large can these two errors be?

## Less than 1% of the shift, and a linewidth below 10% of it

Let c_m ≥ 0 be the squared coupling matrix elements, Δ_m ≥ D > 0 the gaps to the intermediate states, and η ≥ 0 the broadening, which replaces each Δ_m in a denominator by Δ_m − iη. The unbroadened lowering of the level is

S = ∑ c_m/Δ_m.

Broadening reduces it by at most S η²/(D² + η²) and creates a linewidth between 0 and S η/D. With D = 100 meV and η = 10 meV, these bounds are S/101 and S/10. "Linewidth" here means the imaginary part of the broadened sum; the full width at half maximum is twice that.

To derive the bounds, separate each broadened term into real and imaginary parts:

c_m/(Δ_m − iη) = c_m Δ_m/(Δ_m² + η²) + i c_m η/(Δ_m² + η²).

Call the sums of these parts R and L. Since

1/Δ_m − Δ_m/(Δ_m² + η²) = (1/Δ_m) η²/(Δ_m² + η²),

the loss is exactly

S − R = ∑ (c_m/Δ_m) η²/(Δ_m² + η²).

Every term is non-negative, and the fraction does not increase as the gap grows. Replacing Δ_m by D in the fraction gives the first bound. For the second, Δ_m² + η² ≥ Δ_m D, so

c_m η/(Δ_m² + η²) ≤ (c_m/Δ_m)(η/D),

and summing gives L ≤ S η/D.

Three refinements follow.

- For η > 0, the loss bound is attained exactly when every state with non-zero weight has gap D. Equality of the sums forces equality term by term, hence Δ_m² = D² wherever c_m ≠ 0.
- For η ≤ D, the linewidth bound improves to S ηD/(D² + η²), because

  D(Δ_m² + η²) − Δ_m(D² + η²) = (Δ_m − D)(Δ_m D − η²) ≥ 0.

- If (1 − ε)η² ≤ εD² for a tolerance ε, then η²/(D² + η²) ≤ ε, so R ≥ (1 − ε)S. This gives a way to choose η from the smallest gap.

Here are the definitions and proofs in Lean.

```lean
import Mathlib

open Finset

namespace FiniteBroadening

noncomputable section

variable {ι : Type*} [Fintype ι]

/-- The static second-order sum `S = ∑ c_m / Δ_m` over intermediate states with weights `c_m`
and non-zero gaps `Δ_m`. -/
def staticSum (c Δ : ι → ℝ) : ℝ := ∑ m, c m / Δ m

/-- The same sum with a finite broadening `η` in the denominators, `∑ c_m / (Δ_m - iη)`,
for gaps and broadening such that no `Δ_m - iη` vanishes. -/
def broadenedSum (c Δ : ι → ℝ) (η : ℝ) : ℂ :=
  ∑ m, (c m : ℂ) / ((Δ m : ℂ) - (η : ℂ) * Complex.I)

/-- The squared modulus of a broadened denominator is `x² + η²`. -/
theorem normSq_denominator (x η : ℝ) :
    Complex.normSq ((x : ℂ) - (η : ℂ) * Complex.I) = x ^ 2 + η ^ 2 := by
  rw [Complex.normSq_apply]
  simp only [Complex.sub_re, Complex.sub_im, Complex.mul_re, Complex.mul_im,
    Complex.ofReal_re, Complex.ofReal_im, Complex.I_re, Complex.I_im]
  ring

/-- The real part of the broadened sum is the static sum with each `1/Δ_m` replaced by
`Δ_m / (Δ_m² + η²)`. -/
theorem broadenedSum_re (c Δ : ι → ℝ) (η : ℝ) :
    (broadenedSum c Δ η).re = ∑ m, c m * Δ m / (Δ m ^ 2 + η ^ 2) := by
  unfold broadenedSum
  rw [Complex.re_sum]
  refine Finset.sum_congr rfl fun m _ => ?_
  rw [Complex.div_re, normSq_denominator]
  simp only [Complex.sub_re, Complex.sub_im, Complex.mul_re, Complex.mul_im,
    Complex.ofReal_re, Complex.ofReal_im, Complex.I_re, Complex.I_im]
  ring

/-- The imaginary part of the broadened sum is the linewidth sum
`∑ c_m η / (Δ_m² + η²)`. -/
theorem broadenedSum_im (c Δ : ι → ℝ) (η : ℝ) :
    (broadenedSum c Δ η).im = ∑ m, c m * η / (Δ m ^ 2 + η ^ 2) := by
  unfold broadenedSum
  rw [Complex.im_sum]
  refine Finset.sum_congr rfl fun m _ => ?_
  rw [Complex.div_im, normSq_denominator]
  simp only [Complex.sub_re, Complex.sub_im, Complex.mul_re, Complex.mul_im,
    Complex.ofReal_re, Complex.ofReal_im, Complex.I_re, Complex.I_im]
  ring

/-- For non-zero gaps, the static sum minus the real part of the broadened sum is exactly
`∑ (c_m/Δ_m) η²/(Δ_m² + η²)`. -/
theorem shift_loss_eq (c Δ : ι → ℝ) (η : ℝ) (hΔ : ∀ m, Δ m ≠ 0) :
    staticSum c Δ - (broadenedSum c Δ η).re
      = ∑ m, c m / Δ m * (η ^ 2 / (Δ m ^ 2 + η ^ 2)) := by
  rw [broadenedSum_re, staticSum, ← Finset.sum_sub_distrib]
  refine Finset.sum_congr rfl fun m _ => ?_
  have h := hΔ m
  have hQ : Δ m ^ 2 + η ^ 2 ≠ 0 := by positivity
  rw [div_sub_div _ _ h hQ, div_mul_div_comm]
  congr 1
  ring

/-- The fraction lost to broadening at a gap `x ≥ D > 0` is at most the fraction lost at `D`. -/
theorem lost_fraction_le {D x : ℝ} (η : ℝ) (hD : 0 < D) (hx : D ≤ x) :
    η ^ 2 / (x ^ 2 + η ^ 2) ≤ η ^ 2 / (D ^ 2 + η ^ 2) := by
  gcongr

/-- For non-negative weights and gaps of at least `D > 0`, a broadening `η ≥ 0` lowers the
static sum `S` by at most `S η²/(D² + η²)` and creates a linewidth between `0` and `S η/D`. -/
theorem broadening_bounds {c Δ : ι → ℝ} {D η : ℝ} (hc : ∀ m, 0 ≤ c m) (hD : 0 < D)
    (hΔ : ∀ m, D ≤ Δ m) (hη : 0 ≤ η) :
    (0 ≤ staticSum c Δ - (broadenedSum c Δ η).re ∧
      staticSum c Δ - (broadenedSum c Δ η).re
        ≤ staticSum c Δ * (η ^ 2 / (D ^ 2 + η ^ 2))) ∧
    (0 ≤ (broadenedSum c Δ η).im ∧
      (broadenedSum c Δ η).im ≤ staticSum c Δ * (η / D)) := by
  have hpos : ∀ m, 0 < Δ m := fun m => lt_of_lt_of_le hD (hΔ m)
  have hw : ∀ m, 0 ≤ c m / Δ m := fun m => div_nonneg (hc m) (hpos m).le
  rw [shift_loss_eq c Δ η fun m => (hpos m).ne', broadenedSum_im, staticSum,
    Finset.sum_mul, Finset.sum_mul]
  refine ⟨⟨?_, ?_⟩, ?_, ?_⟩
  · exact Finset.sum_nonneg fun m _ => mul_nonneg (hw m) (by positivity)
  · -- the smallest gap loses the largest fraction
    exact Finset.sum_le_sum fun m _ =>
      mul_le_mul_of_nonneg_left (lost_fraction_le η hD (hΔ m)) (hw m)
  · exact Finset.sum_nonneg fun m _ => div_nonneg (mul_nonneg (hc m) hη) (by positivity)
  · -- each Lorentzian denominator is at least `Δ_m D`
    refine Finset.sum_le_sum fun m _ => ?_
    rw [div_mul_div_comm]
    refine div_le_div_of_nonneg_left (mul_nonneg (hc m) hη) (mul_pos (hpos m) hD) ?_
    nlinarith [mul_le_mul_of_nonneg_left (hΔ m) (hpos m).le, sq_nonneg η]

/-- For non-negative weights, gaps of at least `D > 0` and `η > 0`, broadening lowers the static sum
`S` by exactly `S η²/(D² + η²)` if and only if every state of non-zero weight has the gap `D`. -/
theorem shift_loss_eq_bound_iff {c Δ : ι → ℝ} {D η : ℝ} (hc : ∀ m, 0 ≤ c m) (hD : 0 < D)
    (hΔ : ∀ m, D ≤ Δ m) (hη : 0 < η) :
    staticSum c Δ - (broadenedSum c Δ η).re = staticSum c Δ * (η ^ 2 / (D ^ 2 + η ^ 2))
      ↔ ∀ m, c m ≠ 0 → Δ m = D := by
  have hpos : ∀ m, 0 < Δ m := fun m => lt_of_lt_of_le hD (hΔ m)
  rw [shift_loss_eq c Δ η fun m => (hpos m).ne', staticSum, Finset.sum_mul,
    Finset.sum_eq_sum_iff_of_le fun m _ => mul_le_mul_of_nonneg_left
      (lost_fraction_le η hD (hΔ m)) (div_nonneg (hc m) (hpos m).le)]
  constructor
  · intro h m hcm
    -- cancel the weight, then compare the two denominators
    have h1 := mul_left_cancel₀ (div_ne_zero hcm (hpos m).ne') (h m (Finset.mem_univ m))
    have hQ : Δ m ^ 2 + η ^ 2 ≠ 0 := by positivity
    have hR : D ^ 2 + η ^ 2 ≠ 0 := by positivity
    rw [div_eq_div_iff hQ hR] at h1
    have h2 := mul_left_cancel₀ (pow_pos hη 2).ne' h1
    exact le_antisymm (by nlinarith [hΔ m]) (hΔ m)
  · intro h m _
    by_cases hcm : c m = 0
    · simp [hcm]
    · rw [h m hcm]

/-- For non-negative weights, gaps of at least `D > 0` and a broadening `0 ≤ η ≤ D`, the
linewidth is at most `S η D/(D² + η²)`. -/
theorem linewidth_le_of_le_gap {c Δ : ι → ℝ} {D η : ℝ} (hc : ∀ m, 0 ≤ c m) (hD : 0 < D)
    (hΔ : ∀ m, D ≤ Δ m) (hη : 0 ≤ η) (hηD : η ≤ D) :
    (broadenedSum c Δ η).im ≤ staticSum c Δ * (η * D / (D ^ 2 + η ^ 2)) := by
  rw [broadenedSum_im, staticSum, Finset.sum_mul]
  refine Finset.sum_le_sum fun m _ => ?_
  have hm : 0 < Δ m := lt_of_lt_of_le hD (hΔ m)
  have hprod : η * η ≤ Δ m * D := mul_le_mul (hηD.trans (hΔ m)) hηD hη hm.le
  -- `x/(x² + η²)` decreases once `x ≥ η`
  have key : 0 ≤ (Δ m - D) * (Δ m * D - η * η) :=
    mul_nonneg (sub_nonneg.mpr (hΔ m)) (sub_nonneg.mpr hprod)
  have hkey := mul_nonneg (mul_nonneg (hc m) hη) key
  rw [div_mul_div_comm, div_le_div_iff₀ (by positivity) (by positivity)]
  nlinarith [hkey]

/-- For non-negative weights, gaps of at least `D > 0` and `η ≥ 0`, the real part of the broadened
sum is at least `1 - ε` times the static sum whenever `(1 - ε) η² ≤ ε D²`. -/
theorem retained_fraction {c Δ : ι → ℝ} {D η ε : ℝ} (hc : ∀ m, 0 ≤ c m) (hD : 0 < D)
    (hΔ : ∀ m, D ≤ Δ m) (hη : 0 ≤ η) (hε : (1 - ε) * η ^ 2 ≤ ε * D ^ 2) :
    (1 - ε) * staticSum c Δ ≤ (broadenedSum c Δ η).re := by
  have hS : 0 ≤ staticSum c Δ :=
    Finset.sum_nonneg fun m _ => div_nonneg (hc m) (hD.le.trans (hΔ m))
  have hfrac : η ^ 2 / (D ^ 2 + η ^ 2) ≤ ε := by
    rw [div_le_iff₀ (by positivity)]
    linarith
  have h1 := (broadening_bounds hc hD hΔ hη).1.2
  have h2 := mul_le_mul_of_nonneg_left hfrac hS
  linarith

end

end FiniteBroadening
```

```lean
#print axioms FiniteBroadening.shift_loss_eq_bound_iff
#print axioms FiniteBroadening.linewidth_le_of_le_gap
#print axioms FiniteBroadening.retained_fraction
```

```
'FiniteBroadening.shift_loss_eq_bound_iff' depends on axioms: [propext, Classical.choice, Quot.sound]
'FiniteBroadening.linewidth_le_of_le_gap' depends on axioms: [propext, Classical.choice, Quot.sound]
'FiniteBroadening.retained_fraction' depends on axioms: [propext, Classical.choice, Quot.sound]
```

The finite type `ι` labels the intermediate states, and `c` and `Δ` give their real weights and gaps. `staticSum` is S; "static" means only that there is no broadening, and the gaps may include phonon energies. `broadenedSum` is the complex sum with denominators Δ_m − iη, so R and L are its `.re` and `.im`. This sign convention makes L non-negative; the complex level shift is minus the broadened sum.

In `broadening_bounds`, `hc` says that the weights are non-negative, `hD` and `hΔ` that D is a positive lower bound on the gaps, and `hη` that η is non-negative. The hypothesis on the gaps excludes resonant intermediate states, so any linewidth is spurious here; it also excludes states below the level.

To apply the result, you must show that your level shift has this form: minus a finite sum with non-negative weights and positive gaps, neither of which depends on η. An intermediate state below the level contributes to the real part with the opposite sign, and the bounds do not hold in general for a sum that contains one.

The proof follows the calculation above. `normSq_denominator` evaluates |Δ_m − iη|², from which `broadenedSum_re` and `broadenedSum_im` obtain R and L. `shift_loss_eq` is the exact loss formula, and `lost_fraction_le` compares the fractions at Δ_m and D; there `gcongr` reduces the claim to the ordering of the gaps. `broadening_bounds` then sums the termwise inequalities with `Finset.sum_le_sum`, and `nlinarith` supplies Δ_m D ≤ Δ_m² + η².

For the equality case, `shift_loss_eq_bound_iff` uses `Finset.sum_eq_sum_iff_of_le` to pass from equal sums to equal terms, then cancels the non-zero weight and η². In `linewidth_le_of_le_gap`, `key` is the factored product from the second refinement. `retained_fraction` turns the condition on ε into a bound on the lost fraction and combines it with the main theorem.
